# The one-sided dimer estimate of H(x)n errs by at most Lh/2 when the Hessian is L-Lipschitz

## A minimum that reads as negative curvature

A dimer search for a saddle point uses the sign of a curvature in choosing its next step. It estimates that curvature from the difference of two gradients, and the estimate can have the wrong sign. Take one coordinate y and the energy

V(y) = k y²/2 − L y³/6, with k > 0 and L > 0.

At the minimum y = 0 the curvature is k. The gradient is k y − L y²/2. With one end of the dimer at the minimum and the other at y = h, the estimate is

(V′(h) − V′(0))/h = k − Lh/2.

For h > 2k/L this is negative, and the search treats a minimum as a region of negative curvature. A bound on the error tells us which negative readings can be trusted.

## Two gradients in place of a Hessian

Let g(x) be the energy gradient at geometry x (the force is −g), H(x) the Hessian, n a unit vector along the dimer axis and h > 0 the distance between the two images. The estimate of H(x)n is

D = (g(x + hn) − g(x))/h.

Here x is one end of the dimer. Many descriptions put x at the midpoint, with images on both sides; for the cubic energy above, that centred estimate has no error.

In a saddle search, g(x) is already known at the current geometry, and one further gradient at x + hn gives D. The number ⟨n, D⟩ is the measured curvature, and D − ⟨n, D⟩n is the vector that drives the rotation of the axis. In the original dimer method the search climbs along n whatever the sign of the curvature. The sign decides the rest of the step: where the curvature is negative, the search also descends in the directions perpendicular to n, and where it is positive, it leaves them out.

For illustration, let L = 20 eV/Å³ and h = 0.01 Å. Then Lh/2 = 0.1 eV/Å², and a measured curvature of −0.25 eV/Å² means that the true one is negative. If each gradient carries an error of up to 0.001 eV/Å from incomplete self-consistency, up to 0.2 eV/Å² is added to the uncertainty, and the same reading no longer settles the sign.

## The bound from a Lipschitz Hessian

Suppose that ‖H(y) − H(z)‖ ≤ L‖y − z‖ for all y and z, in operator norm. The constant L limits how fast the curvature changes with geometry; for a harmonic surface L = 0 will do. The claim is

‖D − H(x)n‖ ≤ Lh/2.

Define the remainder along the axis,

r(t) = g(x + tn) − g(x) − t H(x)n, with r(0) = 0.

Its derivative is r′(t) = (H(x + tn) − H(x))n. Since ‖n‖ = 1, for t ≥ 0

‖r′(t)‖ ≤ ‖H(x + tn) − H(x)‖ ‖n‖ ≤ L‖tn‖ = Lt.

Integrating from 0 to h gives

‖r(h)‖ ≤ Lh²/2.

Since D − H(x)n = r(h)/h, division by h gives the claim.

## Curvature and rotation share the error

Write e = D − H(x)n. The error of the measured curvature is ⟨n, e⟩, and the error of the rotation vector is e − ⟨n, e⟩n, because removing the axial component is a linear operation. Expanding the square with ‖n‖ = 1,

‖e − ⟨n, e⟩n‖² = ‖e‖² − 2⟨n, e⟩² + ⟨n, e⟩² = ‖e‖² − ⟨n, e⟩².

The two squared errors therefore add up to ‖e‖² ≤ (Lh/2)². In particular the curvature error is at most Lh/2, so

⟨n, H(x)n⟩ ≤ ⟨n, D⟩ + Lh/2.

If ⟨n, D⟩ < −Lh/2, the true curvature along n is negative.

## A cubic energy that reaches the bound

For L ≥ 0 take V(y) = (L/6)⟨n, y⟩³. Then

g(y) = (L/2)⟨n, y⟩² n,
H(y)v = L⟨n, y⟩⟨n, v⟩ n.

By Cauchy–Schwarz, ‖(H(y) − H(z))v‖ = L|⟨n, y − z⟩| |⟨n, v⟩| ≤ L‖y − z‖‖v‖, so H is L-Lipschitz. With s = ⟨n, x⟩,

D = (L/2)((s + h)² − s²)/h n = (Ls + Lh/2) n,

while H(x)n = Ls n. The error has length exactly Lh/2 at every x, so no smaller constant works for all such fields.

## A continuous Hessian is not enough

In one dimension let g(y) = y|y|^(1/2), whose derivative (3/2)|y|^(1/2) is continuous. At x = 0 with n = 1 the true value is 0 and the estimate is √h. For any L > 0 this exceeds Lh/2 as soon as h < 4/L². Continuity of H, and even Hölder continuity with exponent 1/2, thus gives no error bound proportional to h.

## What the Lean theorems say

The main theorem is `dimer_error_le`. Configuration space is `E`, a real inner product space of any dimension, for example the space of the 3N Cartesian or mass-weighted coordinates of N atoms; lengths and operator norms are those of the chosen coordinates. The Hessian is `H : E → E →L[ℝ] E`, a continuous linear map at each point. The hypothesis `hg` says that `H y` is the derivative of `g` at every `y`, `hL` is the Lipschitz condition, `hn` makes the axis a unit vector and `hh` makes `h` positive. Nothing requires `g` to come from a potential or `H` to be symmetric; the energy surface is the physical reading.

`dimerHessVec g x n h` is D, and `transverse n v` is v − ⟨n, v⟩n. The theorem `curvature_and_transverse_error` bounds the sum of the two squared errors, and `negative_curvature_certificate` gives the sign criterion. `dimer_error_sharp` states the equality for the cubic field.

The results bear on minimum-mode saddle searches on a single smooth energy surface, with exact gradients and a known L. The step to a real molecule that the hypotheses leave open is the global Lipschitz condition: a molecular energy diverges when nuclei coincide, so an L can be expected only in a limited region. The derivation above compares H(x) only with Hessians on the segment between the two images, which suggests using a value of L valid there.

```lean
import Mathlib

open scoped InnerProductSpace

namespace DimerFiniteDifference

noncomputable section

variable {E : Type*} [NormedAddCommGroup E] [InnerProductSpace ℝ E]

/-- The one-sided dimer estimate of the Hessian applied to the axis `n`: the difference of the
gradients at `x + h n` and `x`, divided by the dimer length `h ≠ 0`. -/
def dimerHessVec (g : E → E) (x n : E) (h : ℝ) : E :=
  h⁻¹ • (g (x + h • n) - g x)

/-- The part of `v` left after removing its component along the unit axis `n`. -/
def transverse (n v : E) : E := v - ⟪n, v⟫_ℝ • n

/-- If the derivative `H` of the gradient `g` is `L`-Lipschitz, then along a unit axis `n` the
gradient departs from its linearisation by at most `L h² / 2` at distance `h ≥ 0`. -/
theorem gradient_remainder_along_axis {g : E → E} {H : E → E →L[ℝ] E} {L : ℝ}
    (hg : ∀ y, HasFDerivAt g (H y) y) (hL : ∀ y z, ‖H y - H z‖ ≤ L * ‖y - z‖)
    (x : E) {n : E} (hn : ‖n‖ = 1) {h : ℝ} (hh : 0 ≤ h) :
    ‖g (x + h • n) - g x - h • H x n‖ ≤ L / 2 * (h * h) := by
  have hline : ∀ t : ℝ, HasDerivAt (fun t : ℝ => x + t • n) n t := by
    intro t
    have h1 := ((hasDerivAt_id' t).smul_const n).const_add x
    rw [one_smul] at h1
    exact h1
  -- the remainder has derivative `H (x + t n) n - H x n`
  have hf : ∀ t : ℝ, HasDerivAt (fun t : ℝ => g (x + t • n) - g x - t • H x n)
      (H (x + t • n) n - H x n) t := by
    intro t
    have h1 := (hg (x + t • n)).comp_hasDerivAt t (hline t)
    have h2 := (hasDerivAt_id' t).smul_const (H x n)
    rw [one_smul] at h2
    exact (h1.sub_const (g x)).sub h2
  have hcont : ContinuousOn (fun t : ℝ => g (x + t • n) - g x - t • H x n) (Set.Icc 0 h) :=
    fun t _ => (hf t).continuousAt.continuousWithinAt
  have hB : ∀ t : ℝ, HasDerivAt (fun t : ℝ => L / 2 * (t * t)) (L * t) t := by
    intro t
    have h1 := ((hasDerivAt_id' t).mul (hasDerivAt_id' t)).const_mul (L / 2)
    exact h1.congr_deriv (by ring)
  -- the Lipschitz condition bounds that derivative by `L t`
  have hbound : ∀ t ∈ Set.Ico (0 : ℝ) h, ‖H (x + t • n) n - H x n‖ ≤ L * t := by
    intro t ht
    calc ‖H (x + t • n) n - H x n‖ = ‖(H (x + t • n) - H x) n‖ := by simp
      _ ≤ ‖H (x + t • n) - H x‖ * ‖n‖ := ContinuousLinearMap.le_opNorm _ _
      _ ≤ L * ‖x + t • n - x‖ * ‖n‖ :=
          mul_le_mul_of_nonneg_right (hL _ _) (norm_nonneg _)
      _ = L * t := by
          rw [add_sub_cancel_left, norm_smul, hn, Real.norm_of_nonneg ht.1]
          ring
  exact image_norm_le_of_norm_deriv_right_le_deriv_boundary hcont
    (fun t _ => (hf t).hasDerivWithinAt) (by simp) hB hbound (Set.right_mem_Icc.2 hh)

/-- Dimer finite-difference error: if the derivative `H` of the gradient `g` is `L`-Lipschitz,
then for a unit axis `n` and length `h > 0` the one-sided estimate of `H x n` is wrong by at most
`L h / 2`. -/
theorem dimer_error_le {g : E → E} {H : E → E →L[ℝ] E} {L : ℝ}
    (hg : ∀ y, HasFDerivAt g (H y) y) (hL : ∀ y z, ‖H y - H z‖ ≤ L * ‖y - z‖)
    (x : E) {n : E} (hn : ‖n‖ = 1) {h : ℝ} (hh : 0 < h) :
    ‖dimerHessVec g x n h - H x n‖ ≤ L * h / 2 := by
  have e : dimerHessVec g x n h - H x n
      = h⁻¹ • (g (x + h • n) - g x - h • H x n) := by
    rw [dimerHessVec, smul_sub _ (g (x + h • n) - g x), inv_smul_smul₀ hh.ne']
  rw [e, norm_smul, norm_inv, Real.norm_of_nonneg hh.le]
  calc h⁻¹ * ‖g (x + h • n) - g x - h • H x n‖ ≤ h⁻¹ * (L / 2 * (h * h)) :=
        mul_le_mul_of_nonneg_left (gradient_remainder_along_axis hg hL x hn hh.le)
          (inv_nonneg.2 hh.le)
    _ = h⁻¹ * (h * (L * h / 2)) := by ring
    _ = L * h / 2 := inv_mul_cancel_left₀ hh.ne' _

/-- For a unit axis `n`, the squared components of `v` along and across the axis add up to the
squared length of `v`. -/
theorem axial_sq_add_transverse_sq {n : E} (hn : ‖n‖ = 1) (v : E) :
    ⟪n, v⟫_ℝ ^ 2 + ‖transverse n v‖ ^ 2 = ‖v‖ ^ 2 := by
  rw [transverse, norm_sub_sq_real, inner_smul_right, norm_smul, hn, real_inner_comm n v,
    Real.norm_eq_abs, mul_one, sq_abs]
  ring

/-- For a gradient with `L`-Lipschitz derivative, a unit axis and `h > 0`, the errors of the dimer
curvature and of the transverse vector share one budget: their squares sum to at most
`(L h / 2)²`. -/
theorem curvature_and_transverse_error {g : E → E} {H : E → E →L[ℝ] E} {L : ℝ}
    (hg : ∀ y, HasFDerivAt g (H y) y) (hL : ∀ y z, ‖H y - H z‖ ≤ L * ‖y - z‖)
    (x : E) {n : E} (hn : ‖n‖ = 1) {h : ℝ} (hh : 0 < h) :
    (⟪n, dimerHessVec g x n h⟫_ℝ - ⟪n, H x n⟫_ℝ) ^ 2
      + ‖transverse n (dimerHessVec g x n h) - transverse n (H x n)‖ ^ 2
      ≤ (L * h / 2) ^ 2 := by
  have e : transverse n (dimerHessVec g x n h) - transverse n (H x n)
      = transverse n (dimerHessVec g x n h - H x n) := by
    simp only [transverse, inner_sub_right]
    module
  rw [e, ← inner_sub_right, axial_sq_add_transverse_sq hn]
  exact pow_le_pow_left₀ (norm_nonneg _) (dimer_error_le hg hL x hn hh) 2

/-- For a gradient with `L`-Lipschitz derivative, a unit axis and `h > 0`, a dimer curvature below
`-L h / 2` guarantees that the true curvature along the axis is negative. -/
theorem negative_curvature_certificate {g : E → E} {H : E → E →L[ℝ] E} {L : ℝ}
    (hg : ∀ y, HasFDerivAt g (H y) y) (hL : ∀ y z, ‖H y - H z‖ ≤ L * ‖y - z‖)
    (x : E) {n : E} (hn : ‖n‖ = 1) {h : ℝ} (hh : 0 < h)
    (hc : ⟪n, dimerHessVec g x n h⟫_ℝ < -(L * h / 2)) :
    ⟪n, H x n⟫_ℝ < 0 := by
  have h0 : 0 ≤ L * h / 2 := (norm_nonneg _).trans (dimer_error_le hg hL x hn hh)
  have h1 := curvature_and_transverse_error hg hL x hn hh
  have h2 : |⟪n, dimerHessVec g x n h⟫_ℝ - ⟪n, H x n⟫_ℝ| ≤ L * h / 2 :=
    abs_le_of_sq_le_sq (le_trans (le_add_of_nonneg_right (sq_nonneg _)) h1) h0
  linarith [(abs_le.1 h2).1]

/-- The gradient field `(L/2) ⟪n, y⟫² n` of the cubic energy `(L/6) ⟪n, y⟫³`. -/
def cubicGradient (L : ℝ) (n y : E) : E := (L / 2 * ⟪n, y⟫_ℝ ^ 2) • n

/-- The linear map `v ↦ L ⟪n, y⟫ ⟪n, v⟫ n`, the Hessian of the cubic energy at `y`. -/
def cubicHessian (L : ℝ) (n y : E) : E →L[ℝ] E :=
  (L * ⟪n, y⟫_ℝ) • (innerSL ℝ n).smulRight n

/-- The cubic Hessian is the derivative of the cubic gradient at every point. -/
theorem cubicGradient_hasFDerivAt (L : ℝ) (n y : E) :
    HasFDerivAt (cubicGradient L n) (cubicHessian L n y) y := by
  have hfun : cubicGradient L n
      = fun y => (L / 2 * (⟪n, y⟫_ℝ * ⟪n, y⟫_ℝ)) • n := by
    funext y
    rw [cubicGradient, sq]
  have h1 : HasFDerivAt (fun y : E => ⟪n, y⟫_ℝ) (innerSL ℝ n) y :=
    (innerSL ℝ n).hasFDerivAt
  rw [hfun]
  refine (((h1.mul h1).const_mul (L / 2)).smul_const n).congr_fderiv ?_
  refine ContinuousLinearMap.ext fun v => ?_
  change (L / 2 * (⟪n, y⟫_ℝ * ⟪n, v⟫_ℝ + ⟪n, y⟫_ℝ * ⟪n, v⟫_ℝ)) • n
    = (L * ⟪n, y⟫_ℝ) • (⟪n, v⟫_ℝ • n)
  module

/-- For a unit axis `n` and `L ≥ 0`, the cubic Hessian is `L`-Lipschitz in operator norm. -/
theorem cubicHessian_lipschitz {L : ℝ} (hL : 0 ≤ L) {n : E} (hn : ‖n‖ = 1) (y z : E) :
    ‖cubicHessian L n y - cubicHessian L n z‖ ≤ L * ‖y - z‖ := by
  refine ContinuousLinearMap.opNorm_le_bound _ (by positivity) fun v => ?_
  change ‖(L * ⟪n, y⟫_ℝ) • (⟪n, v⟫_ℝ • n) - (L * ⟪n, z⟫_ℝ) • (⟪n, v⟫_ℝ • n)‖ ≤ _
  have e : (L * ⟪n, y⟫_ℝ) • (⟪n, v⟫_ℝ • n) - (L * ⟪n, z⟫_ℝ) • (⟪n, v⟫_ℝ • n)
      = (L * ⟪n, y - z⟫_ℝ * ⟪n, v⟫_ℝ) • n := by
    rw [inner_sub_right]
    module
  -- Cauchy-Schwarz with the unit axis
  have hcs : ∀ w : E, ‖⟪n, w⟫_ℝ‖ ≤ ‖w‖ := fun w =>
    (norm_inner_le_norm n w).trans_eq (by rw [hn, one_mul])
  have ha := hcs (y - z)
  have hb := hcs v
  rw [e, norm_smul, hn, mul_one, norm_mul, norm_mul, Real.norm_of_nonneg hL]
  gcongr

/-- The bound is sharp: for a unit axis, `L ≥ 0` and `h > 0`, the dimer error of the cubic gradient
equals `L h / 2` at every point `x`. -/
theorem dimer_error_sharp {L : ℝ} (hL : 0 ≤ L) (x : E) {n : E} (hn : ‖n‖ = 1)
    {h : ℝ} (hh : 0 < h) :
    ‖dimerHessVec (cubicGradient L n) x n h - cubicHessian L n x n‖ = L * h / 2 := by
  have hnn : ⟪n, n⟫_ℝ = 1 := by rw [real_inner_self_eq_norm_sq, hn, one_pow]
  have hadd : ⟪n, x + h • n⟫_ℝ = ⟪n, x⟫_ℝ + h := by
    rw [inner_add_right, inner_smul_right, hnn, mul_one]
  have e : dimerHessVec (cubicGradient L n) x n h - cubicHessian L n x n
      = (L * h / 2) • n := by
    change h⁻¹ • ((L / 2 * ⟪n, x + h • n⟫_ℝ ^ 2) • n - (L / 2 * ⟪n, x⟫_ℝ ^ 2) • n)
      - (L * ⟪n, x⟫_ℝ) • (⟪n, n⟫_ℝ • n) = _
    have e1 : L / 2 * (⟪n, x⟫_ℝ + h) ^ 2 - L / 2 * ⟪n, x⟫_ℝ ^ 2
        = h * (L * ⟪n, x⟫_ℝ + L * h / 2) := by ring
    rw [hadd, hnn, one_smul, ← sub_smul, e1, smul_smul, inv_mul_cancel_left₀ hh.ne']
    module
  rw [e, norm_smul, hn, mul_one, Real.norm_of_nonneg (by positivity)]

end

end DimerFiniteDifference
```

```lean
#print axioms DimerFiniteDifference.dimer_error_le
#print axioms DimerFiniteDifference.negative_curvature_certificate
#print axioms DimerFiniteDifference.cubicHessian_lipschitz
#print axioms DimerFiniteDifference.dimer_error_sharp
```

```
'DimerFiniteDifference.dimer_error_le' depends on axioms: [propext, Classical.choice, Quot.sound]
'DimerFiniteDifference.negative_curvature_certificate' depends on axioms: [propext, Classical.choice, Quot.sound]
'DimerFiniteDifference.cubicHessian_lipschitz' depends on axioms: [propext, Classical.choice, Quot.sound]
'DimerFiniteDifference.dimer_error_sharp' depends on axioms: [propext, Classical.choice, Quot.sound]
```

## From the remainder to the sign of the curvature

`gradient_remainder_along_axis` is the estimate of r(h). Its step `hf` differentiates the remainder by the chain rule, and `hbound` is the chain of inequalities ending in Lt. Where the derivation integrates, Lean uses a mean value inequality, `image_norm_le_of_norm_deriv_right_le_deriv_boundary`: if the remainder starts at zero and its derivative is bounded in norm by that of (L/2)t², its norm is at most (L/2)t². No integral is needed, and the lemma also allows h = 0.

`dimer_error_le` writes the error as `h⁻¹` times this remainder, and the `calc` block carries out the division by h.

`axial_sq_add_transverse_sq` is the Pythagorean identity, obtained by expanding the squared norm of a difference. In `curvature_and_transverse_error`, the equation `e` expresses the linearity of `transverse`; the identity then turns the sum of squares into the squared length of the whole error, and the main bound is squared.

`negative_curvature_certificate` drops the transverse square, which is non-negative, and takes a root to get the bound `h2` on the curvature error. `linarith` combines it with the measured value. The sign L ≥ 0 is not assumed here: `h0` obtains Lh/2 ≥ 0 from the main bound, since a norm is never negative.

The remaining lemmas treat the cubic example. `cubicGradient_hasFDerivAt` applies the product rule to ⟨n, y⟩². `cubicHessian_lipschitz` bounds the difference of two Hessians on an arbitrary vector `v`, with Cauchy–Schwarz in `hcs` used once for y − z and once for v. These two lemmas show that the example satisfies the hypotheses of the main theorem when L ≥ 0. In `dimer_error_sharp`, the identity `e1` expands (s + h)² − s² and takes out the factor h; after division by h the error is (Lh/2)n, whose norm is Lh/2.
